# The residual norm is the least Hermitian backward error of a trial state

We take the Hamiltonian $H$ and its perturbations $D$ to be bounded operators on a complex inner product space $V$ of any dimension, and measure the size of $D$ by its operator norm $\|D\|$. This covers a Hamiltonian matrix in a finite orthonormal basis, but not an unbounded Schrödinger operator. Hermitian means $\langle Hu,v\rangle=\langle u,Hv\rangle$ for all $u,v$; the inner product is conjugate-linear in its first slot.

Let $H$ be Hermitian and $\|x\|=1$, and put $E=\operatorname{Re}\langle x,Hx\rangle$ and $r=Hx-Ex$. Among Hermitian $D$ with $(H+D)x=Ex$, the least norm is $\|r\|$, attained by
$$D_0=-(r x^*+x r^*),\qquad D_0y=-\big(\langle x,y\rangle r+\langle r,y\rangle x\big).$$

## An orthogonal residual gives both bounds

Since $H$ is Hermitian, $\langle x,Hx\rangle$ is real and equals $E$. Hence $\langle x,r\rangle=E-E\langle x,x\rangle=0$.

**The correction works.** Expanding the inner products,
$$\langle D_0u,v\rangle=-\big(\langle u,x\rangle\langle r,v\rangle+\langle u,r\rangle\langle x,v\rangle\big)=\langle u,D_0v\rangle .$$
Also $D_0x=-(1\cdot r+0\cdot x)=-r$, so $(H+D_0)x=Hx-r=Ex$.

**Its norm is at most $\|r\|$.** Write $y=ax+z$ with $a=\langle x,y\rangle$ and $z\perp x$. Then $\|y\|^2=|a|^2+\|z\|^2$ and $\langle r,y\rangle=\langle r,z\rangle$. By Pythagoras and Cauchy–Schwarz,
$$\|D_0y\|^2=|a|^2\|r\|^2+|\langle r,z\rangle|^2\le\|r\|^2\big(|a|^2+\|z\|^2\big)=\|r\|^2\|y\|^2 .$$

**No perturbation does better.** Suppose $(H+D)x=\mu x$ for some complex $\mu$. Then $Dx=\mu x-Hx=(\mu-E)x-r$, a sum of orthogonal vectors, so
$$\|r\|^2+|\mu-E|^2=\|Dx\|^2\le\|D\|^2 .$$
Thus $\|r\|\le\|D\|$, in particular when $\mu=E$.

## Operators, energy and residual in Lean

The space `V` need not be complete or finite-dimensional.

```lean
import Mathlib

namespace HermitianBackwardError

noncomputable section

variable {V : Type*} [NormedAddCommGroup V] [InnerProductSpace ℂ V]
```

The type `V →L[ℂ] V` consists of continuous linear maps, and its norm is the operator norm. Hermiticity is a separate predicate on them.

```lean
/-- A bounded operator is Hermitian if it can be moved from one side of the inner product
to the other. -/
def Hermitian (A : V →L[ℂ] V) : Prop :=
  ∀ u v : V, inner ℂ (A u) v = inner ℂ u (A v)
```

The energy is a real number by definition. It is cast to a complex number when it multiplies a vector.

```lean
/-- The real part of `⟨x, H x⟩`. For a Hermitian `H` and a normalised `x` this is the energy of the
trial state `x`. -/
def energy (H : V →L[ℂ] V) (x : V) : ℝ := (inner ℂ x (H x)).re

/-- The residual `r = H x - E x` of the trial state `x`, with `E` its energy. -/
def residual (H : V →L[ℂ] V) (x : V) : V := H x - (energy H x : ℂ) • x
```

In the correction, `innerSL ℂ x` is the functional $x^*$, and `smulRight` multiplies its value by a fixed vector.

```lean
/-- The correction `-(r x* + x r*)` built from the vector `x` and its residual `r`. -/
def correction (H : V →L[ℂ] V) (x : V) : V →L[ℂ] V :=
  -((innerSL ℂ x).smulRight (residual H x) + (innerSL ℂ (residual H x)).smulRight x)
```

The next lemma recovers the formula for $D_0y$.

```lean
lemma correction_apply (H : V →L[ℂ] V) (x y : V) :
    correction H x y =
      -(inner ℂ x y • residual H x + inner ℂ (residual H x) y • x) := by
  simp [correction]
```

## Orthogonality and the exact eigenvector

Two auxiliary lemmas supply Pythagoras and $\langle x,x\rangle=1$.

```lean
lemma pythagoras {u v : V} (h : inner ℂ u v = 0) :
    ‖u + v‖ ^ 2 = ‖u‖ ^ 2 + ‖v‖ ^ 2 := by
  rw [norm_add_sq (𝕜 := ℂ), h]
  simp

lemma inner_self_unit {x : V} (hx : ‖x‖ = 1) : inner ℂ x x = 1 := by
  rw [inner_self_eq_norm_sq_to_K, hx]
  simp
```

Hermiticity of $H$ enters through `hE`, which identifies the real energy with the complex expectation value.

```lean
/-- For a Hermitian `H` the residual of a normalised state is orthogonal to that state. -/
theorem residual_orthogonal {H : V →L[ℂ] V} (hH : Hermitian H) {x : V} (hx : ‖x‖ = 1) :
    inner ℂ x (residual H x) = 0 := by
  -- the expectation value is real
  have hE : (energy H x : ℂ) = inner ℂ x (H x) :=
    Complex.conj_eq_iff_re.mp (by rw [inner_conj_symm]; exact hH x x)
  rw [residual, inner_sub_right, inner_smul_right, inner_self_unit hx, hE, mul_one, sub_self]
```

The correction is Hermitian for any `H` and `x`: `simp only` expands both sides and `ring` matches the terms.

```lean
/-- The correction `-(r x* + x r*)` is Hermitian, for any `H` and `x`. -/
theorem correction_hermitian (H : V →L[ℂ] V) (x : V) : Hermitian (correction H x) := by
  intro u v
  simp only [correction_apply, inner_neg_left, inner_neg_right, inner_add_left,
    inner_add_right, inner_smul_left, inner_smul_right, inner_conj_symm]
  ring
```

The eigenvector equation does need orthogonality, which removes the term $\langle r,x\rangle x$.

```lean
/-- For a Hermitian `H`, a normalised trial state is an exact eigenvector of the corrected
Hamiltonian, and the eigenvalue is its energy under `H`. -/
theorem correction_eigenvector {H : V →L[ℂ] V} (hH : Hermitian H) {x : V} (hx : ‖x‖ = 1) :
    (H + correction H x) x = (energy H x : ℂ) • x := by
  have ho := inner_eq_zero_symm.mp (residual_orthogonal hH hx)
  change H x + correction H x x = _
  rw [correction_apply, ho, inner_self_unit hx, one_smul, zero_smul, residual]
  abel
```

## From single vectors to the operator norm

In the upper bound, `hb` replaces $y$ by $z$ inside the inner product, `h1` is Cauchy–Schwarz, and `h2` and `h3` are the two uses of Pythagoras. `nlinarith` combines the squares.

```lean
/-- For a Hermitian `H` and a normalised `x`, the correction stretches no vector by a factor greater
than the residual norm. -/
theorem norm_correction_apply_le {H : V →L[ℂ] V} (hH : Hermitian H) {x : V} (hx : ‖x‖ = 1)
    (y : V) : ‖correction H x y‖ ≤ ‖residual H x‖ * ‖y‖ := by
  have ho := inner_eq_zero_symm.mp (residual_orthogonal hH hx)
  -- the residual only sees the part of `y` orthogonal to `x`
  have hb : inner ℂ (residual H x) y
      = inner ℂ (residual H x) (y - (inner ℂ x y : ℂ) • x) := by
    rw [inner_sub_right, inner_smul_right, ho, mul_zero, sub_zero]
  have h1 : ‖(inner ℂ (residual H x) y : ℂ)‖
      ≤ ‖residual H x‖ * ‖y - (inner ℂ x y : ℂ) • x‖ := by
    rw [hb]
    exact norm_inner_le_norm _ _
  -- split `y` into its parts along and orthogonal to `x`
  have h2 := pythagoras (u := (inner ℂ x y : ℂ) • x) (v := y - (inner ℂ x y : ℂ) • x)
    (by rw [inner_smul_left, inner_sub_right, inner_smul_right, inner_self_unit hx]; simp)
  rw [add_sub_cancel, norm_smul, hx, mul_one] at h2
  -- the image is also a sum of two orthogonal vectors
  have h3 : ‖correction H x y‖ ^ 2 = ‖(inner ℂ x y : ℂ)‖ ^ 2 * ‖residual H x‖ ^ 2
      + ‖(inner ℂ (residual H x) y : ℂ)‖ ^ 2 := by
    rw [correction_apply, norm_neg, pythagoras
      (by rw [inner_smul_left, inner_smul_right, ho]; simp), norm_smul, norm_smul, hx]
    ring
  have h4 := pow_le_pow_left₀ (norm_nonneg _) h1 2
  refine le_of_abs_le (abs_le_of_sq_le_sq ?_ (by positivity))
  rw [h3, mul_pow, h2]
  nlinarith [h4]
```

The lower bound keeps the eigenvalue `μ` arbitrary and does not assume that `D` is Hermitian. Allowing non-Hermitian perturbations therefore would not reduce the minimum.

```lean
/-- Let `H` be Hermitian and `x` normalised. If a perturbation `D` makes `x` an exact eigenvector of
`H + D` with eigenvalue `μ`, then `‖D‖²` is at least the squared residual norm plus the squared
distance of `μ` from the energy. -/
theorem residual_sq_add_shift_sq_le {H : V →L[ℂ] V} (hH : Hermitian H) {x : V}
    (hx : ‖x‖ = 1) {D : V →L[ℂ] V} {μ : ℂ} (h : (H + D) x = μ • x) :
    ‖residual H x‖ ^ 2 + ‖μ - (energy H x : ℂ)‖ ^ 2 ≤ ‖D‖ ^ 2 := by
  have h' : H x + D x = μ • x := h
  -- the eigenvalue equation fixes the action of `D` on `x`
  have hD : D x = (μ - (energy H x : ℂ)) • x + -residual H x := by
    rw [residual, sub_smul, ← h']
    abel
  have hle := D.le_opNorm x
  rw [hx, mul_one] at hle
  calc ‖residual H x‖ ^ 2 + ‖μ - (energy H x : ℂ)‖ ^ 2 = ‖D x‖ ^ 2 := by
        rw [hD, pythagoras (by
          rw [inner_neg_right, inner_smul_left, residual_orthogonal hH hx]; simp),
          norm_neg, norm_smul, hx]
        ring
    _ ≤ ‖D‖ ^ 2 := pow_le_pow_left₀ (norm_nonneg _) hle 2
```

Dropping the nonnegative shift term leaves the bound on the norm.

```lean
lemma residual_le_norm {H : V →L[ℂ] V} (hH : Hermitian H) {x : V}
    (hx : ‖x‖ = 1) {D : V →L[ℂ] V} {μ : ℂ} (h : (H + D) x = μ • x) :
    ‖residual H x‖ ≤ ‖D‖ := by
  have h1 := residual_sq_add_shift_sq_le hH hx h
  refine le_of_abs_le (abs_le_of_sq_le_sq ?_ (norm_nonneg _))
  linarith [sq_nonneg ‖μ - (energy H x : ℂ)‖]
```

The equality turns on a pair of Mathlib facts about the operator norm. `ContinuousLinearMap.opNorm_le_bound` converts a bound $\|Ay\|\le C\|y\|$ for every $y$, with $C\ge0$, into $\|A\|\le C$; no maximising vector is required. In the other direction, `le_opNorm`, used above at the single vector $x$, gives $\|Dx\|\le\|D\|$.

```lean
/-- For a Hermitian `H` and a normalised `x`, the operator norm of the correction equals the
residual norm. -/
theorem norm_correction {H : V →L[ℂ] V} (hH : Hermitian H) {x : V} (hx : ‖x‖ = 1) :
    ‖correction H x‖ = ‖residual H x‖ :=
  le_antisymm
    (ContinuousLinearMap.opNorm_le_bound _ (norm_nonneg _) (norm_correction_apply_le hH hx))
    (residual_le_norm hH hx (correction_eigenvector hH hx))
```

## The minimum and the residual tolerance

`IsLeast` says that $\|r\|$ belongs to the set of norms of admissible perturbations and is a lower bound for it. The remaining conjuncts name `correction H x` as a minimiser; they do not claim that it is the only one.

```lean
/-- For a Hermitian `H`, the residual norm is the least operator norm of a Hermitian `D` with `(H +
D) x = E x`, where `E` is the energy of the normalised state `x`, and `D = -(r x* + x r*)` attains
it. -/
theorem backward_error {H : V →L[ℂ] V} (hH : Hermitian H) {x : V} (hx : ‖x‖ = 1) :
    IsLeast {δ : ℝ | ∃ D : V →L[ℂ] V,
        Hermitian D ∧ (H + D) x = (energy H x : ℂ) • x ∧ ‖D‖ = δ} ‖residual H x‖ ∧
      Hermitian (correction H x) ∧
      (H + correction H x) x = (energy H x : ℂ) • x ∧
      ‖correction H x‖ = ‖residual H x‖ := by
  have hc := And.intro (correction_hermitian H x)
    (And.intro (correction_eigenvector hH hx) (norm_correction hH hx))
  refine ⟨⟨⟨correction H x, hc⟩, ?_⟩, hc⟩
  rintro δ ⟨D, -, hD, rfl⟩
  exact residual_le_norm hH hx hD
```

The same argument gives a neighbouring result in which the eigenvalue is free: $\|r\|\le\varepsilon$ exactly when $x$ is an eigenvector, with some real eigenvalue, of a Hermitian operator within $\varepsilon$ of $H$. Suppose an iterative eigensolver for a finite Hermitian matrix returns a normalised vector $x$. A tolerance on $\|r\|$, with $r$ formed from the energy $E$ of $x$, is thus a tolerance on the norm of the smallest Hermitian change to the matrix that makes $x$ an exact eigenvector. By itself it does not show that $x$ is close to an eigenvector of $H$: when two eigenvalues of $H$ nearly coincide, an equal-weight superposition of their normalised eigenvectors also has a small residual.

```lean
/-- For a Hermitian `H`, a normalised state has residual norm at most `ε` exactly when it is an
eigenvector, with some real eigenvalue, of `H + D` for a Hermitian `D` of norm at most `ε`. -/
theorem residual_le_iff_nearby_eigenvector {H : V →L[ℂ] V} (hH : Hermitian H) {x : V}
    (hx : ‖x‖ = 1) (ε : ℝ) :
    ‖residual H x‖ ≤ ε ↔
      ∃ (D : V →L[ℂ] V) (μ : ℝ), Hermitian D ∧ ‖D‖ ≤ ε ∧ (H + D) x = (μ : ℂ) • x := by
  constructor
  · intro h
    exact ⟨correction H x, energy H x, correction_hermitian H x,
      (norm_correction hH hx).le.trans h, correction_eigenvector hH hx⟩
  · rintro ⟨D, μ, -, hε, hD⟩
    exact (residual_le_norm hH hx hD).trans hε

end

end HermitianBackwardError
```

```lean
#print axioms HermitianBackwardError.backward_error
-- 'HermitianBackwardError.backward_error' depends on axioms: [propext, Classical.choice, Quot.sound]
#print axioms HermitianBackwardError.residual_le_iff_nearby_eigenvector
-- 'HermitianBackwardError.residual_le_iff_nearby_eigenvector' depends on axioms: [propext, Classical.choice, Quot.sound]
```
